# The orbital state p_x + i p_y is changed by complex conjugation and has mean L_z equal to ħ

For one electron with spin left out, restricted to the real orbitals p_x and p_y, the lemma takes the unnormalised state ψ = p_x + i p_y, with coefficients (1, i). It states that complex conjugation of the coefficients does not return the same vector, and that ⟨ψ, L_z ψ⟩ = 2 in units of ħ. Since ψ has squared norm 2, the normalised expectation value is 1, that is, ħ. The attempt proves the first part by comparing the imaginary parts of the second coefficient, and the second by one `norm_num` call that is given the definition of `orbitalLz`, the coordinate formula for the inner product and the expansion of a sum over two indices.

This version doesn't compile in Lean 4 with Mathlib:

```lean
import Mathlib

open Module

namespace CircularOrbitalMoment

noncomputable section

/-- States of one electron, spin left out, in the real orbitals `p_x` and `p_y`. -/
abbrev PPair := EuclideanSpace ℂ (Fin 2)

/-- Complex conjugation of the two orbital coefficients. -/
def conjugation : PPair →ₛₗ[starRingEnd ℂ] PPair where
  toFun x := !₂[starRingEnd ℂ (x 0), starRingEnd ℂ (x 1)]
  map_add' x y := by ext i; fin_cases i <;> simp
  map_smul' c x := by ext i; fin_cases i <;> simp

/-- The orbital angular momentum `L_z` in units of `ħ`, on the orbitals `p_x` and `p_y`. -/
def orbitalLz : PPair →ₗ[ℂ] PPair where
  toFun x := !₂[-Complex.I * x 1, Complex.I * x 0]
  map_add' x y := by ext i; fin_cases i <;> simp <;> ring
  map_smul' c x := by ext i; fin_cases i <;> simp <;> ring

/-- The unnormalised state `p_x + i p_y` is not fixed by conjugation, and `⟨ψ, L_z ψ⟩ = 2`
in it. -/
theorem circular_orbital_moment :
    conjugation !₂[1, Complex.I] ≠ !₂[1, Complex.I] ∧
      inner ℂ (!₂[1, Complex.I] : PPair) (orbitalLz !₂[1, Complex.I]) = 2 := by
  constructor
  · intro h
    have h1 := congrArg (fun v : PPair => (v 1).im) h
    norm_num [conjugation] at h1
  · norm_num [orbitalLz, PiLp.inner_apply, Fin.sum_univ_two]

end

end CircularOrbitalMoment
```

Messages:

```
Main.lean:33:2: error: unsolved goals
case right
⊢ ↑‖!₂[1, Complex.I]‖ ^ 2 = 2
```

Cause. The message says that the second part, `case right`, is still open after `norm_num`: what is left is that the squared norm of `!₂[1, Complex.I]`, cast to a complex number, equals 2. This is true, but the call had nothing that would expand the norm into coordinates.

The norm appears because ψ is an eigenvector of L_z with eigenvalue 1. Once `norm_num` has unfolded `orbitalLz` and simplified the entries, L_z ψ is ψ itself, and the inner product has the same vector on both sides. Mathlib's simplification rules turn such a product into a squared norm. That happened here before `PiLp.inner_apply` was used, and afterwards there was no inner product left for it to expand.

The repair fixes the order. `rw [PiLp.inner_apply, Fin.sum_univ_two]` first writes the inner product as a sum of two coordinate terms, while `orbitalLz` is still folded. `norm_num [orbitalLz]` then only has to evaluate these terms, which are 1 each and add up to 2.

Fix (accepted with no message):

```diff
@@ -31,5 +31,6 @@
     have h1 := congrArg (fun v : PPair => (v 1).im) h
     norm_num [conjugation] at h1
-  · norm_num [orbitalLz, PiLp.inner_apply, Fin.sum_univ_two]
+  · rw [PiLp.inner_apply, Fin.sum_univ_two]
+    norm_num [orbitalLz]
 
 end
```
